# Every Hermitian difference density matrix is A − D for exactly one pair of positive semidefinite matrices with AD = 0

Take one occupied and one virtual spin orbital, and promote the electron completely, with an amplitude \(t\) of modulus 1. The difference density is
\[
\Delta=\begin{pmatrix}-|t|^2&0\\0&|t|^2\end{pmatrix}
=\begin{pmatrix}0&0\\0&|t|^2\end{pmatrix}-\begin{pmatrix}|t|^2&0\\0&0\end{pmatrix}.
\]
I read the first matrix as the attachment density \(A\) and the second as the detachment density \(D\). But I could add the same \(c>0\) to the occupied entry of both, and they would still be positive semidefinite with difference \(\Delta\). What changes is their product, which is no longer zero.

So I believe that the condition \(AD=0\) singles out one pair for any Hermitian \(\Delta\), that the two traces agree when \(\operatorname{tr}\Delta=0\), and that a singles amplitude matrix \(T\) gives \(T^*T\) for attachment and \(TT^*\) for detachment. Can this be made rigorous, without assuming that \(A\) and \(D\) were built from the eigenvectors of \(\Delta\), and checked by machine?

## Orthogonality fixes the pair

Yes. Throughout, the matrices are complex and refer to a finite orthonormal orbital basis, and \({}^*\) is the conjugate transpose.

**Existence.** Write \(\Delta=U\operatorname{diag}(d_i)U^*\) with \(U\) unitary and \(d_i\) real. Set \(p_i=\max(d_i,0)\) and \(m_i=\max(-d_i,0)\), so that \(p_i,m_i\ge 0\), \(p_im_i=0\) and \(d_i=p_i-m_i\). Then
\[
A=U\operatorname{diag}(p_i)U^*,\qquad D=U\operatorname{diag}(m_i)U^*
\]
are positive semidefinite, \(A-D=\Delta\), and \(AD=U\operatorname{diag}(p_im_i)U^*=0\).

**Uniqueness.** First, if \(P\) and \(Q\) are positive semidefinite and \(P=V\operatorname{diag}(\pi_i)V^*\) with \(V\) unitary, then
\[
\operatorname{tr}(PQ)=\sum_i \pi_i\,(V^*QV)_{ii}\ge 0,
\]
because both factors in each term are non-negative. Now let \((A,D)\) and \((A',D')\) both qualify. From \(A-D=A'-D'\) the matrix \(X=A-A'=D-D'\) is Hermitian, and
\[
X^2=(A-A')(D-D')=AD-AD'-A'D+A'D'=-AD'-A'D.
\]
Hence \(\sum_{ij}|X_{ij}|^2=\operatorname{tr}X^2=-\operatorname{tr}(AD')-\operatorname{tr}(A'D)\le 0\), so \(X=0\).

**Traces.** Since \(\operatorname{tr}\Delta=\operatorname{tr}A-\operatorname{tr}D\), the two traces agree exactly when \(\operatorname{tr}\Delta=0\), that is, when the two states have the same number of electrons.

**Least attachment.** Let \(\Delta=P-Q\) be any splitting into positive semidefinite matrices, orthogonal or not. Work in an eigenbasis of \(A\), with eigenvalues \(a_i\), and mark matrices in that basis by a tilde. The diagonal of \(AD=0\) reads \(a_i\tilde D_{ii}=0\), and \(P=A-D+Q\). If \(a_i=0\), then \(\tilde P_{ii}\ge 0=a_i\). Otherwise \(\tilde D_{ii}=0\), and \(\tilde P_{ii}=a_i+\tilde Q_{ii}\ge a_i\). Summing over \(i\) gives \(\operatorname{tr}P\ge\operatorname{tr}A\). In the two-orbital example, the added \(c\) is exactly the excess.

**Singles.** Let \(T_{ia}\) be the amplitude for promotion from occupied orbital \(i\) to virtual orbital \(a\), and put
\[
N=\begin{pmatrix}0&T\\0&0\end{pmatrix},\quad
N^*N=\begin{pmatrix}0&0\\0&T^*T\end{pmatrix},\quad
NN^*=\begin{pmatrix}TT^*&0\\0&0\end{pmatrix}.
\]
Both products are positive semidefinite, \(N^*N\,NN^*=0\) because \(N^2=0\), and \(N^*N-NN^*=\operatorname{diag}(-TT^*,T^*T)\). By uniqueness they are the attachment and detachment densities. Each has trace \(\sum_{ia}|T_{ia}|^2\), which is 1 for a normalised state in spin orbitals: one electron is promoted.

## What the Lean statements say

The finite type `n` labels the orbitals, and `Matrix n n ℂ` holds the densities. The predicate `IsAttachDetach Δ A D` has four fields. `attach` and `detach` say that no orbital, whether a basis orbital or any normalised combination of them, has a negative attached or detached population. `orth` is \(AD=0\): an orbital that is an eigenvector of \(A\) with non-zero population loses nothing to \(D\). `split` fixes the sign convention \(\Delta=A-D\), with \(D\) itself positive. Nothing in the definition mentions eigenvectors of \(\Delta\).

- `existsUnique_attachDetach` takes a Hermitian `Δ` and gives exactly one pair `p`, with `p.1` the attachment and `p.2` the detachment density.
- `IsAttachDetach.trace_eq_iff` is the trace criterion, in both directions.
- `IsAttachDetach.trace_le` is the minimality of \(\operatorname{tr}A\), stated for real parts; the traces of positive semidefinite matrices are real anyway.
- `singles_attachDetach_iff` says that a pair qualifies for `singlesDifference T` if and only if it is the block pair above. The index type `o ⊕ v` lists occupied orbitals first, then virtual ones.
- `singles_trace` gives both traces for arbitrary `T`. If `T` is non-zero but not normalised, divide the densities by \(\sum_{ia}|T_{ia}|^2\) to get those of the normalised state.

The block form of `singlesDifference` is a definition. For normalised `T` it stands for the density of a pure singles wavefunction minus that of its reference determinant, without orbital relaxation; it is not derived from a many-electron state here. The density matrix elements are taken as \(\langle \hat a_p^\dagger \hat a_q\rangle\), where \(\hat a_p^\dagger\) creates and \(\hat a_p\) removes an electron in spin orbital \(p\); with the opposite index order, both blocks are replaced by their complex conjugates. To apply these statements to a density given in a non-orthogonal atomic-orbital basis, first transform it to an orthonormal one. The condition \(AD=0\) concerns matrices, so the two densities may still overlap in real space.

For excited-state analysis in a finite orthonormal basis, the result means that attachment and detachment densities depend only on \(\Delta\), and not on how a program chooses eigenvectors within degenerate eigenvalues.

```lean
import Mathlib

open Matrix
open scoped ComplexOrder

namespace AttachmentDetachment

variable {n o v : Type*} [Fintype n] [DecidableEq n] [Fintype o] [DecidableEq o]
  [Fintype v] [DecidableEq v]

/-- `A` and `D` are attachment and detachment densities of the difference density `Δ`:
both are positive semidefinite, their product vanishes, and `Δ = A - D`. -/
structure IsAttachDetach (Δ A D : Matrix n n ℂ) : Prop where
  attach : A.PosSemidef
  detach : D.PosSemidef
  orth : A * D = 0
  split : Δ = A - D

/-- The block matrix that, for normalised amplitudes `T` (occupied by virtual), is the difference
density of a singly excited state relative to its reference determinant: `-T T*` in the occupied
block and `T* T` in the virtual block. -/
def singlesDifference (T : Matrix o v ℂ) : Matrix (o ⊕ v) (o ⊕ v) ℂ :=
  fromBlocks (-(T * Tᴴ)) 0 0 (Tᴴ * T)

/-- A Hermitian density matrix is diagonal, with real entries, in some orthonormal
set of orbitals. -/
theorem exists_natural_orbitals {M : Matrix n n ℂ} (hM : M.IsHermitian) :
    ∃ (U : Matrix n n ℂ) (d : n → ℝ), Uᴴ * U = 1 ∧ U * Uᴴ = 1 ∧
      M = U * diagonal (fun i => (d i : ℂ)) * Uᴴ ∧
      Uᴴ * M * U = diagonal (fun i => (d i : ℂ)) := by
  have h1 : (hM.eigenvectorUnitary : Matrix n n ℂ)ᴴ * hM.eigenvectorUnitary = 1 :=
    mem_unitaryGroup_iff'.mp hM.eigenvectorUnitary.2
  have h2 : M = (hM.eigenvectorUnitary : Matrix n n ℂ) *
      diagonal (fun i => (hM.eigenvalues i : ℂ)) *
      (hM.eigenvectorUnitary : Matrix n n ℂ)ᴴ := hM.spectral_theorem
  generalize (hM.eigenvectorUnitary : Matrix n n ℂ) = U at h1 h2
  refine ⟨U, hM.eigenvalues, h1, mul_eq_one_comm.mp h1, h2, ?_⟩
  generalize diagonal (fun i => (hM.eigenvalues i : ℂ)) = X at h2
  calc Uᴴ * M * U = (Uᴴ * U) * X * (Uᴴ * U) := by
        rw [h2]; simp only [Matrix.mul_assoc]
    _ = X := by rw [h1, Matrix.one_mul, Matrix.mul_one]

/-- The trace of the product of two positive semidefinite densities has
non-negative real part. -/
theorem trace_mul_nonneg {P Q : Matrix n n ℂ} (hP : P.PosSemidef) (hQ : Q.PosSemidef) :
    0 ≤ (P * Q).trace.re := by
  obtain ⟨U, p, -, -, hP1, hP2⟩ := exists_natural_orbitals hP.isHermitian
  have hp : ∀ i, 0 ≤ p i := fun i => by
    have h := (hP.conjTranspose_mul_mul_same U).diag_nonneg (i := i)
    rw [hP2, diagonal_apply_eq] at h
    exact_mod_cast h
  have hq : ∀ i, 0 ≤ ((Uᴴ * Q * U) i i).re := fun i =>
    (Complex.le_def.mp ((hQ.conjTranspose_mul_mul_same U).diag_nonneg (i := i))).1
  -- evaluate the trace in the natural orbitals of `P`
  have key : (P * Q).trace = (diagonal (fun i => (p i : ℂ)) * (Uᴴ * Q * U)).trace := by
    calc (P * Q).trace = (U * (diagonal (fun i => (p i : ℂ)) * Uᴴ * Q)).trace := by
          rw [hP1]; simp only [Matrix.mul_assoc]
      _ = _ := by rw [trace_mul_comm]; simp only [Matrix.mul_assoc]
  rw [key]
  simp only [Matrix.trace, diag_apply, diagonal_mul, Complex.re_sum, Complex.re_ofReal_mul]
  exact Finset.sum_nonneg fun i _ => mul_nonneg (hp i) (hq i)

/-- Two attachment/detachment splittings of the same difference density coincide. -/
theorem IsAttachDetach.unique {Δ A D A' D' : Matrix n n ℂ}
    (h : IsAttachDetach Δ A D) (h' : IsAttachDetach Δ A' D') : A = A' ∧ D = D' := by
  have hX : A - A' = D - D' := by
    have hs : A - D = A' - D' := h.split.symm.trans h'.split
    rw [sub_eq_sub_iff_add_eq_add] at hs ⊢
    rw [hs, add_comm]
  have hH : (A - A')ᴴ = A - A' := (h.attach.isHermitian.sub h'.attach.isHermitian).eq
  -- the square of the discrepancy contains only the cross terms
  have hsq : (A - A')ᴴ * (A - A') = -(A * D') - A' * D := by
    rw [hH]
    calc (A - A') * (A - A') = (A - A') * (D - D') := by rw [hX]
      _ = A * D - A * D' - A' * D + A' * D' := by noncomm_ring
      _ = _ := by rw [h.orth, h'.orth]; abel
  have h1 := trace_mul_nonneg h.attach h'.detach
  have h2 := trace_mul_nonneg h'.attach h.detach
  have h3 := Complex.le_def.mp (posSemidef_conjTranspose_mul_self (A - A')).trace_nonneg
  have h4 : ((A - A')ᴴ * (A - A')).trace.re = -(A * D').trace.re - (A' * D).trace.re := by
    rw [hsq, trace_sub, trace_neg, Complex.sub_re, Complex.neg_re]
  have h5 : ((A - A')ᴴ * (A - A')).trace = 0 := by
    apply Complex.ext
    · have h6 := h3.1
      rw [Complex.zero_re] at h6 ⊢
      linarith
    · exact h3.2.symm
  have h0 : A - A' = 0 := trace_conjTranspose_mul_self_eq_zero_iff.mp h5
  exact ⟨sub_eq_zero.mp h0, sub_eq_zero.mp (hX.symm.trans h0)⟩

/-- Every Hermitian difference density has exactly one pair of attachment and
detachment densities. -/
theorem existsUnique_attachDetach {Δ : Matrix n n ℂ} (hΔ : Δ.IsHermitian) :
    ∃! p : Matrix n n ℂ × Matrix n n ℂ, IsAttachDetach Δ p.1 p.2 := by
  obtain ⟨U, d, hU, -, hd, -⟩ := exists_natural_orbitals hΔ
  -- positive and negative parts of the eigenvalues
  obtain ⟨p, m, hp, hm, hpm, hdm⟩ : ∃ p m : n → ℝ, (∀ i, 0 ≤ p i) ∧ (∀ i, 0 ≤ m i) ∧
      (∀ i, p i * m i = 0) ∧ (∀ i, d i = p i - m i) := by
    refine ⟨fun i => max (d i) 0, fun i => max (-d i) 0, fun i => le_max_right _ _,
      fun i => le_max_right _ _, fun i => ?_, fun i => ?_⟩ <;>
    rcases le_total 0 (d i) with h | h <;> simp [h]
  have psd : ∀ f : n → ℝ, (∀ i, 0 ≤ f i) →
      (U * diagonal (fun i => (f i : ℂ)) * Uᴴ).PosSemidef := fun f hf =>
    (posSemidef_diagonal_iff.mpr fun i => by exact_mod_cast hf i).mul_mul_conjTranspose_same U
  have hz : diagonal (fun i => (p i : ℂ)) * diagonal (fun i => (m i : ℂ)) = 0 := by
    rw [diagonal_mul_diagonal, ← diagonal_zero]
    exact congrArg diagonal (funext fun i => by exact_mod_cast hpm i)
  have hs : diagonal (fun i => (d i : ℂ)) =
      diagonal (fun i => (p i : ℂ)) - diagonal (fun i => (m i : ℂ)) := by
    rw [diagonal_sub]
    exact congrArg diagonal (funext fun i => by exact_mod_cast hdm i)
  have main : IsAttachDetach Δ (U * diagonal (fun i => (p i : ℂ)) * Uᴴ)
      (U * diagonal (fun i => (m i : ℂ)) * Uᴴ) := by
    refine ⟨psd p hp, psd m hm, ?_, ?_⟩
    · calc _ = U * diagonal (fun i => (p i : ℂ)) * (Uᴴ * U) *
            diagonal (fun i => (m i : ℂ)) * Uᴴ := by simp only [Matrix.mul_assoc]
        _ = 0 := by
          rw [hU, Matrix.mul_one, Matrix.mul_assoc U, hz, Matrix.mul_zero, Matrix.zero_mul]
    · rw [hd, hs, Matrix.mul_sub, Matrix.sub_mul]
  exact ⟨(_, _), main, fun q hq => Prod.ext (hq.unique main).1 (hq.unique main).2⟩

omit [DecidableEq n] in
/-- The attachment and detachment densities have equal traces exactly when the
difference density is traceless. -/
theorem IsAttachDetach.trace_eq_iff {Δ A D : Matrix n n ℂ} (h : IsAttachDetach Δ A D) :
    A.trace = D.trace ↔ Δ.trace = 0 := by
  rw [h.split, trace_sub, sub_eq_zero]

/-- Among all ways to write the difference density as a difference `P - Q` of positive
semidefinite densities, the attachment density has the least trace. -/
theorem IsAttachDetach.trace_le {Δ A D P Q : Matrix n n ℂ} (h : IsAttachDetach Δ A D)
    (hP : P.PosSemidef) (hQ : Q.PosSemidef) (hPQ : Δ = P - Q) :
    A.trace.re ≤ P.trace.re := by
  obtain ⟨U, a, -, hU, -, hA⟩ := exists_natural_orbitals h.attach.isHermitian
  have htr : ∀ M : Matrix n n ℂ, (Uᴴ * M * U).trace = M.trace := fun M => by
    rw [trace_mul_comm, ← Matrix.mul_assoc, hU, Matrix.one_mul]
  have horth : diagonal (fun i => (a i : ℂ)) * (Uᴴ * D * U) = 0 := by
    rw [← hA]
    calc _ = Uᴴ * A * (U * Uᴴ) * D * U := by simp only [Matrix.mul_assoc]
      _ = Uᴴ * (A * D) * U := by rw [hU, Matrix.mul_one]; simp only [Matrix.mul_assoc]
      _ = 0 := by rw [h.orth, Matrix.mul_zero, Matrix.zero_mul]
  have hPe : P = A - D + Q := by rw [← h.split, hPQ, sub_add_cancel]
  have hrot : Uᴴ * P * U = diagonal (fun i => (a i : ℂ)) - Uᴴ * D * U + Uᴴ * Q * U := by
    rw [← hA, hPe]
    simp only [Matrix.mul_add, Matrix.mul_sub, Matrix.add_mul, Matrix.sub_mul]
  rw [← htr A, ← htr P, hA]
  simp only [Matrix.trace, diag_apply, Complex.re_sum]
  -- compare populations orbital by orbital
  refine Finset.sum_le_sum fun i _ => ?_
  have hp := (Complex.le_def.mp ((hP.conjTranspose_mul_mul_same U).diag_nonneg (i := i))).1
  have hq := (Complex.le_def.mp ((hQ.conjTranspose_mul_mul_same U).diag_nonneg (i := i))).1
  have e := congrArg Complex.re (congrFun (congrFun hrot i) i)
  have z := congrFun (congrFun horth i) i
  rw [diagonal_mul, Matrix.zero_apply] at z
  simp only [Matrix.add_apply, Matrix.sub_apply, diagonal_apply_eq, Complex.add_re,
    Complex.sub_re, Complex.ofReal_re, Complex.zero_re] at e hp hq ⊢
  rcases mul_eq_zero.mp z with ha | hd
  · rw [Complex.ofReal_eq_zero.mp ha]
    exact hp
  · rw [hd, Complex.zero_re] at e
    linarith

/-- For `singlesDifference T` the attachment density is `T* T` in the virtual block and the
detachment density is `T T*` in the occupied block, and no other pair qualifies. -/
theorem singles_attachDetach_iff (T : Matrix o v ℂ) (A D : Matrix (o ⊕ v) (o ⊕ v) ℂ) :
    IsAttachDetach (singlesDifference T) A D ↔
      A = fromBlocks 0 0 0 (Tᴴ * T) ∧ D = fromBlocks (T * Tᴴ) 0 0 0 := by
  have main : IsAttachDetach (singlesDifference T)
      (fromBlocks 0 0 0 (Tᴴ * T)) (fromBlocks (T * Tᴴ) 0 0 0) := by
    refine ⟨?_, ?_, ?_, ?_⟩
    · have h := posSemidef_conjTranspose_mul_self
        (fromBlocks 0 T 0 0 : Matrix (o ⊕ v) (o ⊕ v) ℂ)
      simpa [fromBlocks_conjTranspose, fromBlocks_multiply] using h
    · have h := posSemidef_self_mul_conjTranspose
        (fromBlocks 0 T 0 0 : Matrix (o ⊕ v) (o ⊕ v) ℂ)
      simpa [fromBlocks_conjTranspose, fromBlocks_multiply] using h
    · simp [fromBlocks_multiply]
    · ext i j
      rcases i with i | i <;> rcases j with j | j <;> simp [singlesDifference]
  constructor
  · exact fun h => h.unique main
  · rintro ⟨rfl, rfl⟩
    exact main

/-- The traces of the attachment and detachment densities of `singlesDifference T` both equal the
sum of the squared moduli of the amplitudes. -/
theorem singles_trace {T : Matrix o v ℂ} {A D : Matrix (o ⊕ v) (o ⊕ v) ℂ}
    (h : IsAttachDetach (singlesDifference T) A D) :
    A.trace = ((∑ i, ∑ a, ‖T i a‖ ^ 2 : ℝ) : ℂ) ∧
      D.trace = ((∑ i, ∑ a, ‖T i a‖ ^ 2 : ℝ) : ℂ) := by
  have hT : (T * Tᴴ).trace = ((∑ i, ∑ a, ‖T i a‖ ^ 2 : ℝ) : ℂ) := by
    simp only [Matrix.trace, diag_apply, Matrix.mul_apply, conjTranspose_apply,
      Complex.ofReal_sum]
    refine Finset.sum_congr rfl fun i _ => Finset.sum_congr rfl fun a _ => ?_
    rw [Complex.star_def, Complex.mul_conj, Complex.normSq_eq_norm_sq]
  -- the trace of a block-diagonal matrix is the sum of the block traces
  have hb : ∀ (X : Matrix o o ℂ) (Y : Matrix v v ℂ),
      (fromBlocks X 0 0 Y).trace = X.trace + Y.trace := fun X Y => by
    simp [Matrix.trace, Fintype.sum_sum_type]
  obtain ⟨rfl, rfl⟩ := (singles_attachDetach_iff T A D).mp h
  constructor
  · rw [hb, Matrix.trace_zero, zero_add, Matrix.trace_mul_comm, hT]
  · rw [hb, Matrix.trace_zero, add_zero, hT]

end AttachmentDetachment
```

```lean
#print axioms AttachmentDetachment.existsUnique_attachDetach
#print axioms AttachmentDetachment.IsAttachDetach.trace_eq_iff
#print axioms AttachmentDetachment.IsAttachDetach.trace_le
#print axioms AttachmentDetachment.singles_trace
```

```
'AttachmentDetachment.existsUnique_attachDetach' depends on axioms: [propext, Classical.choice, Quot.sound]
'AttachmentDetachment.IsAttachDetach.trace_eq_iff' depends on axioms: [propext, Classical.choice, Quot.sound]
'AttachmentDetachment.IsAttachDetach.trace_le' depends on axioms: [propext, Classical.choice, Quot.sound]
'AttachmentDetachment.singles_trace' depends on axioms: [propext, Classical.choice, Quot.sound]
```

## How the proof follows the derivation

`exists_natural_orbitals` repackages Mathlib's spectral theorem as a matrix `U`, real numbers `d`, both unitarity relations, and the diagonalisation written in both directions. The later proofs take from it what they need.

`trace_mul_nonneg` is the trace inequality. Positive semidefiniteness survives the change of basis (`conjTranspose_mul_mul_same`), so the diagonal entries are non-negative. The step `key` moves `U` around the trace by cyclicity, and the trace becomes a sum of non-negative products.

In `IsAttachDetach.unique`, `hX` is the equality of the two discrepancies and `hsq` is the expansion of \(X^2\), with `noncomm_ring` multiplying out and the two `orth` fields removing \(AD\) and \(A'D'\). The square is written as \(X^*X\), whose trace is non-negative. `linarith` combines this with the two trace inequalities to make the real part zero, and `h5` adds the imaginary part. A vanishing trace of \(X^*X\) then forces \(X=0\).

`existsUnique_attachDetach` obtains `p` and `m` as the positive and negative parts of the eigenvalues, checking their properties by cases on the sign of `d i`. The facts `hz` and `hs` are \(p_im_i=0\) and \(d_i=p_i-m_i\) for diagonal matrices, `main` carries them back to the original basis, and the last line invokes `unique`.

In `IsAttachDetach.trace_le`, `htr` says that the rotation preserves traces, `horth` is \(AD=0\) in the eigenbasis of \(A\), and `hrot` is \(\tilde P=\tilde A-\tilde D+\tilde Q\). After `Finset.sum_le_sum` reduces the claim to one orbital, `mul_eq_zero` yields the two cases \(a_i=0\) and \(\tilde D_{ii}=0\).

For singles, `main` gets positivity from the block matrix \(N\), written `fromBlocks 0 T 0 0`, and checks the product and the difference block by block. One direction of the equivalence is then `unique`, and the other is `main` itself. `singles_trace` substitutes the explicit blocks, expands \(\operatorname{tr}(TT^*)\) into squared moduli in `hT`, and uses cyclicity for \(\operatorname{tr}(T^*T)\).
